# With translation-invariant hopping, the unfolded alloy spectrum of each plane wave has the variance of the site energies

The supercell is modelled as a finite abelian group \(G\) (the ring of \(N\) sites is \(\mathbb Z/N\)), with one site per primitive cell, one orbital per site and Hermitian hopping that depends only on the difference of two sites, so that the alloy enters through real site energies alone. Under this restriction, the variance of a plane wave's unfolded spectrum is the same for every plane wave, and it does not change when the site energies are permuted among the sites.

In Lean 4 with Mathlib:

```lean
import Mathlib

open Matrix ComplexConjugate

namespace UnfoldedAlloyBands

noncomputable section

variable {G : Type*} [AddCommGroup G] [Fintype G] [DecidableEq G]

/-- Alloy Hamiltonian on a periodic supercell `G` (`ZMod N` for a ring of `N` sites):
translation-invariant hopping `t (i - j)` plus real site energies `e j`. -/
def alloy (t : G → ℂ) (e : G → ℝ) : Matrix G G ℂ :=
  circulant t + diagonal (fun j => (e j : ℂ))

/-- The normalized plane wave on the supercell that belongs to the character `χ`. -/
def planeWave (χ : AddChar G ℂ) (j : G) : ℂ :=
  χ j / ((Real.sqrt (Fintype.card G : ℝ) : ℝ) : ℂ)

/-- Band energy of the hopping at the plane wave `χ`: the real part of the Fourier sum of `t`. -/
def bandEnergy (t : G → ℂ) (χ : AddChar G ℂ) : ℝ := (∑ d, t d * χ (-d)).re

/-- Average of a quantity over the sites of the supercell. -/
def siteMean (f : G → ℝ) : ℝ := (∑ j, f j) / (Fintype.card G : ℝ)

/-- Unfolded spectral weight: squared overlap of the state `φ` with the `m`-th eigenstate. -/
def weight {A : Matrix G G ℂ} (hA : A.IsHermitian) (φ : G → ℂ) (m : G) : ℝ :=
  ‖inner ℂ (hA.eigenvectorBasis m) (WithLp.toLp 2 φ)‖ ^ 2

/-- Variance of the eigenenergies under the spectral weights of a normalized state `φ`. -/
def spectralVariance {A : Matrix G G ℂ} (hA : A.IsHermitian) (φ : G → ℂ) : ℝ :=
  ∑ m, weight hA φ m * (hA.eigenvalues m - ∑ n, weight hA φ n * hA.eigenvalues n) ^ 2

omit [Fintype G] in
/-- The alloy Hamiltonian is Hermitian when the hopping satisfies `t (-d) = conj (t d)`. -/
theorem alloy_isHermitian {t : G → ℂ} (ht : ∀ d, t (-d) = conj (t d)) (e : G → ℝ) :
    (alloy t e).IsHermitian := by
  have h1 : (circulant t).IsHermitian := Matrix.IsHermitian.ext fun i j => by
    have h := ht (j - i)
    rw [neg_sub] at h
    exact h.symm
  have h2 : (diagonal fun j => (e j : ℂ)).IsHermitian := by
    unfold Matrix.IsHermitian
    rw [diagonal_conjTranspose]
    congr 1
    funext j
    exact Complex.conj_ofReal (e j)
  exact h1.add h2

/-- For Hermitian hopping, the alloy Hamiltonian multiplies a plane wave at each site by
the band energy plus the local site energy. -/
theorem alloy_mulVec_planeWave {t : G → ℂ} (ht : ∀ d, t (-d) = conj (t d)) (e : G → ℝ)
    (χ : AddChar G ℂ) (i : G) :
    (alloy t e *ᵥ planeWave χ) i = ((bandEnergy t χ + e i : ℝ) : ℂ) * planeWave χ i := by
  -- Hermiticity makes the Fourier sum of the hopping real
  have hreal : ((bandEnergy t χ : ℝ) : ℂ) = ∑ d, t d * χ (-d) := by
    unfold bandEnergy
    apply Complex.conj_eq_iff_re.mp
    rw [map_sum]
    refine Fintype.sum_equiv (Equiv.neg G) _ _ fun d => ?_
    show conj (t d * χ (-d)) = t (-d) * χ (- -d)
    rw [map_mul, ht, neg_neg, AddChar.map_neg_eq_conj, Complex.conj_conj]
  -- the hopping part is diagonal in plane waves
  have hhop : (circulant t *ᵥ planeWave χ) i = (∑ d, t d * χ (-d)) * planeWave χ i := by
    rw [Finset.sum_mul]
    show ∑ j, t (i - j) * planeWave χ j = _
    refine Fintype.sum_equiv (Equiv.subLeft i) _ _ fun j => ?_
    show t (i - j) * planeWave χ j = t (i - j) * χ (-(i - j)) * planeWave χ i
    have h : χ j = χ (-(i - j)) * χ i := by
      rw [← AddChar.map_add_eq_mul]
      congr 1
      abel
    simp only [planeWave]
    rw [h]
    ring
  rw [alloy, add_mulVec, Pi.add_apply, hhop, mulVec_diagonal, ← hreal]
  push_cast
  ring

omit [DecidableEq G] in
/-- The mean squared deviation of the site energies is `mean (e²) - (mean e)²`. -/
theorem siteMean_sq_dev (e : G → ℝ) :
    siteMean (fun j => (e j - siteMean e) ^ 2) =
      siteMean (fun j => e j ^ 2) - siteMean e ^ 2 := by
  have hN : (Fintype.card G : ℝ) * (Fintype.card G : ℝ)⁻¹ = 1 :=
    mul_inv_cancel₀ (Nat.cast_ne_zero.mpr Fintype.card_ne_zero)
  have h : ∀ a : ℝ, ∑ j, (e j - a) ^ 2 =
      ∑ j, e j ^ 2 - 2 * a * ∑ j, e j + (Fintype.card G : ℝ) * a ^ 2 := by
    intro a
    have hc : (Fintype.card G : ℝ) * a ^ 2 = ∑ _j : G, a ^ 2 := by simp
    rw [hc, Finset.mul_sum, ← Finset.sum_sub_distrib, ← Finset.sum_add_distrib]
    exact Finset.sum_congr rfl fun j _ => by ring
  simp only [siteMean]
  rw [h]
  linear_combination ((∑ j, e j) ^ 2 * (Fintype.card G : ℝ)⁻¹ ^ 2) * hN

omit [AddCommGroup G] in
/-- The spectral weights of a state add up to its squared norm. -/
theorem sum_weight {A : Matrix G G ℂ} (hA : A.IsHermitian) (φ : G → ℂ) :
    ∑ m, weight hA φ m = ∑ j, ‖φ j‖ ^ 2 := by
  have h := EuclideanSpace.norm_sq_eq (hA.eigenvectorBasis.repr (WithLp.toLp 2 φ))
  rw [LinearIsometryEquiv.norm_map, EuclideanSpace.norm_sq_eq] at h
  simp only [OrthonormalBasis.repr_apply_apply] at h
  exact h.symm

omit [AddCommGroup G] in
/-- The weighted second moment of the eigenenergies about a reference energy `s` is the
squared norm of `(A - s) φ`. -/
theorem sum_weight_mul_sq {A : Matrix G G ℂ} (hA : A.IsHermitian) (φ : G → ℂ) (s : ℝ) :
    ∑ m, weight hA φ m * (hA.eigenvalues m - s) ^ 2 =
      ∑ j, ‖(A *ᵥ φ) j - (s : ℂ) * φ j‖ ^ 2 := by
  -- acting with `A` multiplies each overlap by the eigenenergy
  have hin : ∀ m, inner ℂ (hA.eigenvectorBasis m) (WithLp.toLp 2 (A *ᵥ φ)) =
      (hA.eigenvalues m : ℂ) * inner ℂ (hA.eigenvectorBasis m) (WithLp.toLp 2 φ) := by
    intro m
    have h' : star (hA.eigenvectorBasis m).ofLp ᵥ* A =
        (hA.eigenvalues m : ℂ) • star (hA.eigenvectorBasis m).ofLp := by
      have h := congrArg star (hA.mulVec_eigenvectorBasis m)
      rw [star_mulVec, hA.eq] at h
      rw [h]
      ext j
      simp
    rw [EuclideanSpace.inner_eq_star_dotProduct, EuclideanSpace.inner_eq_star_dotProduct]
    show (A *ᵥ φ) ⬝ᵥ star (hA.eigenvectorBasis m).ofLp =
      (hA.eigenvalues m : ℂ) * (φ ⬝ᵥ star (hA.eigenvectorBasis m).ofLp)
    rw [dotProduct_comm (A *ᵥ φ), Matrix.dotProduct_mulVec, h', smul_dotProduct,
      smul_eq_mul, dotProduct_comm φ]
  have hv : WithLp.toLp 2 (fun j => (A *ᵥ φ) j - (s : ℂ) * φ j) =
      WithLp.toLp 2 (A *ᵥ φ) - (s : ℂ) • WithLp.toLp 2 φ := by
    ext j
    simp
  calc ∑ m, weight hA φ m * (hA.eigenvalues m - s) ^ 2
      = ∑ m, weight hA (fun j => (A *ᵥ φ) j - (s : ℂ) * φ j) m := by
        refine Finset.sum_congr rfl fun m _ => ?_
        unfold weight
        rw [hv, inner_sub_right, inner_smul_right, hin, ← sub_mul, norm_mul, mul_pow,
          ← Complex.ofReal_sub, Complex.norm_real, Real.norm_eq_abs, sq_abs, mul_comm]
    _ = _ := sum_weight hA _

/-- For Hermitian hopping, the second moment of the unfolded spectrum of a plane wave about `s`
is the site average of `(E + e j - s)²`, with `E` the band energy. -/
theorem planeWave_second_moment {t : G → ℂ} (ht : ∀ d, t (-d) = conj (t d)) (e : G → ℝ)
    (χ : AddChar G ℂ) (s : ℝ) :
    ∑ m, weight (alloy_isHermitian ht e) (planeWave χ) m *
        ((alloy_isHermitian ht e).eigenvalues m - s) ^ 2 =
      siteMean (fun j => (bandEnergy t χ + e j - s) ^ 2) := by
  -- a plane wave has the same density on every site
  have hφ : ∀ j, ‖planeWave χ j‖ ^ 2 = 1 / (Fintype.card G : ℝ) := by
    intro j
    rw [planeWave, norm_div, AddChar.norm_apply, Complex.norm_real, Real.norm_eq_abs,
      div_pow, sq_abs, Real.sq_sqrt (Nat.cast_nonneg _), one_pow]
  rw [sum_weight_mul_sq, siteMean, Finset.sum_div]
  refine Finset.sum_congr rfl fun j _ => ?_
  rw [alloy_mulVec_planeWave ht, ← sub_mul, ← Complex.ofReal_sub, norm_mul, mul_pow,
    Complex.norm_real, Real.norm_eq_abs, sq_abs, hφ]
  ring

/-- For Hermitian hopping and real site energies, the unfolded spectrum of every plane wave has
variance `mean (e²) - (mean e)²`. -/
theorem spectralVariance_planeWave {t : G → ℂ} (ht : ∀ d, t (-d) = conj (t d)) (e : G → ℝ)
    (χ : AddChar G ℂ) :
    spectralVariance (alloy_isHermitian ht e) (planeWave χ) =
      siteMean (fun j => e j ^ 2) - siteMean e ^ 2 := by
  have hN : (Fintype.card G : ℝ) * (Fintype.card G : ℝ)⁻¹ = 1 :=
    mul_inv_cancel₀ (Nat.cast_ne_zero.mpr Fintype.card_ne_zero)
  -- second moments about `-1` and `1` differ by four times the centre of the weights
  have hcentre : ∑ m, weight (alloy_isHermitian ht e) (planeWave χ) m *
      (alloy_isHermitian ht e).eigenvalues m = bandEnergy t χ + siteMean e := by
    have hp := planeWave_second_moment ht e χ (-1)
    have hm := planeWave_second_moment ht e χ 1
    have hl : ∑ m, weight (alloy_isHermitian ht e) (planeWave χ) m *
          ((alloy_isHermitian ht e).eigenvalues m - (-1)) ^ 2 -
        ∑ m, weight (alloy_isHermitian ht e) (planeWave χ) m *
          ((alloy_isHermitian ht e).eigenvalues m - 1) ^ 2 =
        4 * ∑ m, weight (alloy_isHermitian ht e) (planeWave χ) m *
          (alloy_isHermitian ht e).eigenvalues m := by
      rw [← Finset.sum_sub_distrib, Finset.mul_sum]
      exact Finset.sum_congr rfl fun m _ => by ring
    have hr : siteMean (fun j => (bandEnergy t χ + e j - (-1)) ^ 2) -
        siteMean (fun j => (bandEnergy t χ + e j - 1) ^ 2) =
        4 * (bandEnergy t χ + siteMean e) := by
      have hs : ∑ j, ((bandEnergy t χ + e j - (-1)) ^ 2 - (bandEnergy t χ + e j - 1) ^ 2) =
          ∑ j, (4 * bandEnergy t χ + 4 * e j) :=
        Finset.sum_congr rfl fun j _ => by ring
      simp only [siteMean]
      rw [← sub_div, ← Finset.sum_sub_distrib, hs, Finset.sum_add_distrib, Finset.sum_const,
        Finset.card_univ, nsmul_eq_mul, ← Finset.mul_sum]
      linear_combination (4 * bandEnergy t χ) * hN
    linarith
  unfold spectralVariance
  rw [hcentre, planeWave_second_moment ht, ← siteMean_sq_dev e]
  congr 1
  funext j
  ring

/-- Permuting site energies, replacing one Hermitian hopping by another and choosing another plane
wave all leave the variance of the unfolded spectrum unchanged. -/
theorem spectralVariance_rearranged {t t' : G → ℂ} (ht : ∀ d, t (-d) = conj (t d))
    (ht' : ∀ d, t' (-d) = conj (t' d)) (e : G → ℝ) (p : Equiv.Perm G) (χ χ' : AddChar G ℂ) :
    spectralVariance (alloy_isHermitian ht (fun j => e (p j))) (planeWave χ) =
      spectralVariance (alloy_isHermitian ht' e) (planeWave χ') := by
  have hp : ∀ f : G → ℝ, siteMean (fun j => f (p j)) = siteMean f := by
    intro f
    simp only [siteMean, Equiv.sum_comp p f]
  rw [spectralVariance_planeWave ht, spectralVariance_planeWave ht']
  exact congrArg₂ (fun a b : ℝ => a - b ^ 2) (hp fun j => e j ^ 2) (hp e)

/-- For Hermitian hopping, the unfolded spectrum of a plane wave has zero variance exactly when
all site energies are equal. -/
theorem spectralVariance_eq_zero_iff {t : G → ℂ} (ht : ∀ d, t (-d) = conj (t d)) (e : G → ℝ)
    (χ : AddChar G ℂ) :
    spectralVariance (alloy_isHermitian ht e) (planeWave χ) = 0 ↔ ∀ i j, e i = e j := by
  have hN : (Fintype.card G : ℝ) ≠ 0 := Nat.cast_ne_zero.mpr Fintype.card_ne_zero
  rw [spectralVariance_planeWave ht, ← siteMean_sq_dev]
  constructor
  · intro h
    have hs : ∑ j, (e j - siteMean e) ^ 2 = 0 := (div_eq_zero_iff.mp h).resolve_right hN
    have hz := (Finset.sum_eq_zero_iff_of_nonneg
      (fun j _ => sq_nonneg (e j - siteMean e))).mp hs
    have he : ∀ j, e j = siteMean e := fun j =>
      sub_eq_zero.mp ((pow_eq_zero_iff two_ne_zero).mp (hz j (Finset.mem_univ j)))
    intro i j
    rw [he i, he j]
  · intro h
    have hm : ∀ j, siteMean e = e j := by
      intro j
      rw [siteMean, Finset.sum_congr rfl (fun i _ => h i j), Finset.sum_const,
        Finset.card_univ, nsmul_eq_mul, mul_div_cancel_left₀ _ hN]
    have hf : (fun j => (e j - siteMean e) ^ 2) = fun _ => (0 : ℝ) := by
      funext j
      rw [hm j, sub_self, zero_pow two_ne_zero]
    rw [hf]
    simp [siteMean]

/-- Chebyshev bound for Hermitian hopping: the spectral weight of a plane wave at distance `a > 0`
or more from the band energy plus mean site energy is at most the site-energy variance over `a²`. -/
theorem weight_far_from_band_le {t : G → ℂ} (ht : ∀ d, t (-d) = conj (t d)) (e : G → ℝ)
    (χ : AddChar G ℂ) {a : ℝ} (ha : 0 < a) :
    ∑ m ∈ Finset.univ.filter (fun m =>
        a ≤ |(alloy_isHermitian ht e).eigenvalues m - (bandEnergy t χ + siteMean e)|),
      weight (alloy_isHermitian ht e) (planeWave χ) m ≤
      (siteMean (fun j => e j ^ 2) - siteMean e ^ 2) / a ^ 2 := by
  have hc : siteMean (fun j => (bandEnergy t χ + e j - (bandEnergy t χ + siteMean e)) ^ 2) =
      siteMean (fun j => (e j - siteMean e) ^ 2) := by
    congr 1
    funext j
    ring
  rw [le_div_iff₀ (by positivity), ← siteMean_sq_dev e, ← hc,
    ← planeWave_second_moment ht e χ, Finset.sum_mul]
  -- each distant level contributes at least `a²` times its weight
  refine (Finset.sum_le_sum fun m hm => ?_).trans
    (Finset.sum_le_sum_of_subset_of_nonneg (Finset.filter_subset _ _)
      fun m _ _ => mul_nonneg (sq_nonneg _) (sq_nonneg _))
  exact mul_le_mul_of_nonneg_left
    ((pow_le_pow_left₀ ha.le (Finset.mem_filter.mp hm).2 2).trans_eq (sq_abs _)) (sq_nonneg _)

end

end UnfoldedAlloyBands
```

```lean
#print axioms UnfoldedAlloyBands.spectralVariance_planeWave
#print axioms UnfoldedAlloyBands.spectralVariance_rearranged
#print axioms UnfoldedAlloyBands.spectralVariance_eq_zero_iff
#print axioms UnfoldedAlloyBands.weight_far_from_band_le
```

```
'UnfoldedAlloyBands.spectralVariance_planeWave' depends on axioms: [propext, Classical.choice, Quot.sound]
'UnfoldedAlloyBands.spectralVariance_rearranged' depends on axioms: [propext, Classical.choice, Quot.sound]
'UnfoldedAlloyBands.spectralVariance_eq_zero_iff' depends on axioms: [propext, Classical.choice, Quot.sound]
'UnfoldedAlloyBands.weight_far_from_band_le' depends on axioms: [propext, Classical.choice, Quot.sound]
```

## A spread fixed by the site energies

Write \(e_j\) for the energy of site \(j\), \(t(d)\) for the hopping amplitude across the displacement \(d\), and \(\langle f\rangle=|G|^{-1}\sum_j f_j\) for a site average, which is `siteMean`. The Hamiltonian `alloy t e` has the entries

\[
H_{ij}=t(i-j)+e_i\,\delta_{ij}.
\]

The hypothesis `ht` says \(t(-d)=\overline{t(d)}\), which makes \(H\) Hermitian (`alloy_isHermitian`). A plane wave is \(\varphi_j=\chi(j)/\sqrt{|G|}\), where \(\chi\) is an additive character. On the ring, \(\chi(j)=e^{2\pi i kj/N}\) with integer \(k\).

Let \(u_m\) and \(\varepsilon_m\) be the orthonormal eigenvectors and the eigenvalues of \(H\). The unfolded weights are \(w_m=|\langle u_m,\varphi\rangle|^2\), and `spectralVariance` is their variance about their own mean energy \(\sum_n w_n\varepsilon_n\). The main theorem, `spectralVariance_planeWave`, states

\[
\sum_m w_m\Big(\varepsilon_m-\sum_n w_n\varepsilon_n\Big)^2=\langle e^2\rangle-\langle e\rangle^2 .
\]

Three consequences follow it:

- `spectralVariance_rearranged` compares two alloys whose site energies differ by a permutation. They have equal variances, even with different Hermitian hoppings and different plane waves.
- `spectralVariance_eq_zero_iff` says that the variance vanishes exactly when all site energies are equal.
- `weight_far_from_band_le` bounds the total weight at distance \(a>0\) or more from \(E_\chi+\langle e\rangle\) by \((\langle e^2\rangle-\langle e\rangle^2)/a^2\), where \(E_\chi\) is the band energy of the hopping.

## Diagonal disorder with one orbital per site

The model describes non-interacting electrons with one orthonormal orbital per site in a finite periodic supercell. Products of cyclic groups give supercells of Bravais lattices in higher dimensions. The honeycomb lattice, with two sites per primitive cell, is not covered. Hopping that changes with the atomic species, or with relaxed bond lengths, is excluded. If each atom carries its own site energy with it, rearranging the atoms permutes the site energies and leaves the variance unchanged. If the site energies also depend on the neighbouring atoms, the main theorem still holds for each arrangement, but the variance can differ between arrangements.

The index `m : G` merely labels eigenstates and has no spatial meaning. Within a degenerate level the individual weights depend on the chosen eigenvectors, but their sum does not, and the results above involve only such sums.

For a tight-binding supercell of this kind, the theorem gives a check on an unfolding calculation that keeps all eigenstates: the variance must come out the same at every \(k\). It measures the overall spread of the spectrum and does not by itself give a peak width or a scattering rate for transport.

## From the action on a plane wave to the variance

**The Hamiltonian multiplies a plane wave site by site.** Put \(d=i-j\), so that \(\chi(j)=\chi(-d)\chi(i)\). Then

\[
(H\varphi)_i=\sum_j t(i-j)\varphi_j+e_i\varphi_i=(E_\chi+e_i)\varphi_i,
\qquad E_\chi=\sum_d t(d)\chi(-d).
\]

Conjugating the sum turns \(t(d)\chi(-d)\) into \(t(-d)\chi(d)\), which is the term at \(-d\), so \(E_\chi\) is real. The definition `bandEnergy` takes a real part, and this argument, `hreal` in `alloy_mulVec_planeWave`, shows that nothing is lost. The step `hhop` is the change of variable from \(j\) to \(d\).

**Second moments are norms.** Since \(H\) is Hermitian, \(\langle u_m,(H-s)\varphi\rangle=(\varepsilon_m-s)\langle u_m,\varphi\rangle\) for real \(s\). Parseval's identity then gives

\[
\sum_m w_m(\varepsilon_m-s)^2=\|(H-s)\varphi\|^2=\langle(E_\chi+e-s)^2\rangle ,
\]

where the last equality uses \(|\varphi_j|^2=1/|G|\). Parseval's identity is `sum_weight`, which also shows that the weights of a plane wave add up to 1. The first equality is `sum_weight_mul_sq`: its step `hin` moves \(H\) onto the eigenvector, and `sum_weight` is then applied to \((H-s)\varphi\). The site average is `planeWave_second_moment`.

**Two reference energies fix the centre.** Because \((x+1)^2-(x-1)^2=4x\), subtracting the moment at \(s=1\) from the one at \(s=-1\) gives

\[
4\sum_m w_m\varepsilon_m=4\big(E_\chi+\langle e\rangle\big).
\]

This is the step `hcentre` inside the main proof, where `hl` and `hr` work out the two sides. The mean energy of the unfolded spectrum is therefore the band energy shifted by the average site energy.

**The variance is the second moment about that centre.** Setting \(s=E_\chi+\langle e\rangle\) cancels the band energy:

\[
\langle(e-\langle e\rangle)^2\rangle=\langle e^2\rangle-2\langle e\rangle^2+\langle e\rangle^2=\langle e^2\rangle-\langle e\rangle^2 ,
\]

which is `siteMean_sq_dev`.

The consequences are short. A permutation leaves site averages unchanged. A sum of squares \((e_j-\langle e\rangle)^2\) vanishes only if every term does. For the Chebyshev bound, each level at distance \(a\) or more contributes at least \(a^2w_m\) to the second moment, and the remaining levels contribute nothing negative.

## One site, two sites, and other hopping matrices

For \(N=1\) there is one level with weight 1, and both sides are zero. For \(N=2\), take \(e=(\Delta/2,-\Delta/2)\), \(t(0)=0\) and a real hopping \(t(1)=\tau\). The levels are \(\pm\sqrt{\tau^2+\Delta^2/4}\), so the mean squared energy is \(\tau^2+\Delta^2/4\) for either plane wave. The mean energies are \(\tau\) and \(-\tau\), and the variance is \(\Delta^2/4\) in both cases.

The same argument works for any Hermitian hopping matrix \(T\) if the plane wave is replaced by a normalized eigenvector \(\psi\) of \(T\). The variance is then \(\sum_j|\psi_j|^2e_j^2-\big(\sum_j|\psi_j|^2e_j\big)^2\), which in general depends on where the atoms sit; this extension is argued here only informally.
